# The cyclic overlap product of N unit vectors changes by at most 2Ne when each vector moves by at most e and stays normalised

An eigensolver returns the state of a single non-degenerate level at $N$ points on a closed loop of parameters, each state with a small convergence error. The discrete Berry phase is, up to a sign convention, the argument of

$$W(u)=\prod_j\langle u_j,u_{j+1}\rangle ,$$

where the index $j$ is cyclic. How far can the errors move $W$, and when can its phase still be trusted?

## States, loops and phase factors

```lean
import Mathlib

namespace DiscreteBerryStability

noncomputable section

variable {E : Type*} [NormedAddCommGroup E] [InnerProductSpace ℂ E]
```

`E` is any complex inner-product space, of finite or infinite dimension. The state vectors live in it.

```lean
/-- The cyclic overlap product `⟨u₀,u₁⟩⟨u₁,u₂⟩⋯⟨u_(N-1),u₀⟩` of a closed loop of `N` states. -/
def overlapProduct {N : ℕ} [NeZero N] (u : ZMod N → E) : ℂ :=
  ∏ j, inner ℂ (u j) (u (j + 1))
```

A loop is a function `u : ZMod N → E`. Indices in `ZMod N` are integers modulo $N$, so `j + 1` returns to $0$ after $N-1$, and `NeZero N` says $N\ge1$. The inner product is conjugate-linear in its first argument, like a bracket $\langle u|v\rangle$. The loop closes on the same vector $u_0$; a path across a Brillouin zone, where the last link carries an extra phase operator, is not of this form, nor is the determinant used for several bands.

```lean
/-- The phase factor `z / |z|` of a complex amplitude. -/
def phaseFactor (z : ℂ) : ℂ := z / (‖z‖ : ℂ)
```

Write $p(z)=z/|z|$. Using $p(W)$ instead of an angle avoids choosing a branch. Lean sets $p(0)=0$, so a statement about phases must separately secure $W\neq0$.

## From one link to the whole loop

```lean
/-- The overlap of two normalized states changes by at most the sum of the errors made in
the two states. -/
theorem norm_overlap_sub_le (u u' v v' : E) (hu' : ‖u'‖ = 1) (hv : ‖v‖ = 1) :
    ‖inner ℂ u u' - inner ℂ v v'‖ ≤ ‖u - v‖ + ‖u' - v'‖ := by
  -- change one state at a time
  have h : inner ℂ u u' - inner ℂ v v' = inner ℂ (u - v) u' + inner ℂ v (u' - v') := by
    rw [inner_sub_left, inner_sub_right]
    ring
  have h1 := norm_inner_le_norm (𝕜 := ℂ) (u - v) u'
  have h2 := norm_inner_le_norm (𝕜 := ℂ) v (u' - v')
  rw [hu', mul_one] at h1
  rw [hv, one_mul] at h2
  rw [h]
  exact (norm_add_le _ _).trans (add_le_add h1 h2)
```

The names before the colon are the data and hypotheses; the inequality after it is the claim. Change one state at a time:

$$\langle u,u'\rangle-\langle v,v'\rangle=\langle u-v,u'\rangle+\langle v,u'-v'\rangle .$$

By Cauchy–Schwarz, with $\|u'\|=\|v\|=1$, the terms are at most $\|u-v\|$ and $\|u'-v'\|$. In the proof, `h` is the identity, `h1` and `h2` are the two Cauchy–Schwarz bounds, and the last line is the triangle inequality.

```lean
/-- Two products of amplitudes of modulus at most one differ by at most the sum of the
differences of their factors. -/
theorem norm_prod_sub_prod_le {ι : Type*} (s : Finset ι) (a b : ι → ℂ)
    (ha : ∀ i, ‖a i‖ ≤ 1) (hb : ∀ i, ‖b i‖ ≤ 1) :
    ‖∏ i ∈ s, a i - ∏ i ∈ s, b i‖ ≤ ∑ i ∈ s, ‖a i - b i‖ := by
  classical
  induction s using Finset.induction_on with
  | empty => simp
  | insert i s hi ih =>
    rw [Finset.prod_insert hi, Finset.prod_insert hi, Finset.sum_insert hi]
    have hA : ‖∏ k ∈ s, a k‖ ≤ 1 := by
      rw [norm_prod]
      exact Finset.prod_le_one (fun k _ => norm_nonneg _) (fun k _ => ha k)
    -- exchange the new factor first, then the remaining product
    have h : a i * ∏ k ∈ s, a k - b i * ∏ k ∈ s, b k
        = (a i - b i) * ∏ k ∈ s, a k + b i * (∏ k ∈ s, a k - ∏ k ∈ s, b k) := by ring
    rw [h]
    refine (norm_add_le _ _).trans (add_le_add ?_ ?_)
    · rw [norm_mul]
      exact mul_le_of_le_one_right (norm_nonneg _) hA
    · rw [norm_mul]
      exact (mul_le_of_le_one_left (norm_nonneg _) (hb i)).trans ih
```

The proof is by induction on the set of factors. For the empty set both products are $1$. Let $A$ and $B$ be the products over $s$, and add a factor $i$:

$$a_iA-b_iB=(a_i-b_i)A+b_i(A-B).$$

Since $|A|\le1$ and $|b_i|\le1$, the modulus is at most $|a_i-b_i|+|A-B|$, and the induction hypothesis `ih` bounds the last term.

```lean
/-- The cyclic overlap products of two loops of normalized states differ by at most twice
the sum of the errors along the loop. -/
theorem overlapProduct_sub_le_sum {N : ℕ} [NeZero N] (u v : ZMod N → E)
    (hu : ∀ j, ‖u j‖ = 1) (hv : ∀ j, ‖v j‖ = 1) :
    ‖overlapProduct u - overlapProduct v‖ ≤ 2 * ∑ j, ‖u j - v j‖ := by
  have hlink : ∀ w : ZMod N → E, (∀ j, ‖w j‖ = 1) →
      ∀ j, ‖inner ℂ (w j) (w (j + 1))‖ ≤ 1 := by
    intro w hw j
    have h := norm_inner_le_norm (𝕜 := ℂ) (w j) (w (j + 1))
    rwa [hw, hw, one_mul] at h
  -- shifting the loop by one site does not change the total error
  have hshift : ∑ j, ‖u (j + 1) - v (j + 1)‖ = ∑ j, ‖u j - v j‖ :=
    Equiv.sum_comp (Equiv.addRight (1 : ZMod N)) (fun j => ‖u j - v j‖)
  calc ‖overlapProduct u - overlapProduct v‖
      ≤ ∑ j, ‖inner ℂ (u j) (u (j + 1)) - inner ℂ (v j) (v (j + 1))‖ :=
        norm_prod_sub_prod_le _ _ _ (hlink u hu) (hlink v hv)
    _ ≤ ∑ j, (‖u j - v j‖ + ‖u (j + 1) - v (j + 1)‖) :=
        Finset.sum_le_sum fun j _ => norm_overlap_sub_le _ _ _ _ (hu _) (hv _)
    _ = 2 * ∑ j, ‖u j - v j‖ := by
        rw [Finset.sum_add_distrib, hshift]
        ring
```

Overlaps of unit vectors have modulus at most one (`hlink`), so the two previous results combine:

$$|W(u)-W(v)|\le\sum_j\big(\|u_j-v_j\|+\|u_{j+1}-v_{j+1}\|\big)=2\sum_j\|u_j-v_j\| .$$

The equality holds because shifting a cyclic sum by one site leaves it unchanged, which is `hshift`. The `calc` block is this chain, with the sum of the differences of the links as an additional intermediate line.

```lean
/-- If two loops of `N` normalized states agree to within `e` at every site, their cyclic
overlap products differ by at most `2 N e`. -/
theorem overlapProduct_stable {N : ℕ} [NeZero N] (u v : ZMod N → E) (e : ℝ)
    (hu : ∀ j, ‖u j‖ = 1) (hv : ∀ j, ‖v j‖ = 1) (he : ∀ j, ‖u j - v j‖ ≤ e) :
    ‖overlapProduct u - overlapProduct v‖ ≤ 2 * N * e := by
  have hsum : ∑ j, ‖u j - v j‖ ≤ N * e := by
    calc ∑ j, ‖u j - v j‖ ≤ ∑ _j : ZMod N, e := Finset.sum_le_sum fun j _ => he j
      _ = N * e := by
        rw [Finset.sum_const, Finset.card_univ, ZMod.card, nsmul_eq_mul]
  have h := overlapProduct_sub_le_sum u v hu hv
  linarith
```

If every error is at most $e$, the sum is at most $Ne$, hence $|W(u)-W(v)|\le2Ne$. The tactic `linarith` closes the remaining linear arithmetic.

The product $W$ is unchanged when each $v_j$ is multiplied by its own phase, but $\|u_j-v_j\|$ is not. Raw eigenvectors with arbitrary phases should therefore be aligned before $e$ is read off.

## When the phase is stable

```lean
/-- The difference of two phase factors, weighted with the modulus of one amplitude, is at
most twice the difference of the amplitudes. -/
theorem norm_mul_phaseFactor_sub_le (z w : ℂ) :
    ‖z‖ * ‖phaseFactor z - phaseFactor w‖ ≤ 2 * ‖z - w‖ := by
  have hpolar : ∀ x : ℂ, (‖x‖ : ℂ) * phaseFactor x = x := by
    intro x
    rcases eq_or_ne x 0 with rfl | hx
    · simp [phaseFactor]
    · have hx' : (‖x‖ : ℂ) ≠ 0 := Complex.ofReal_ne_zero.2 (norm_ne_zero_iff.2 hx)
      exact mul_div_cancel₀ x hx'
  have hp : ‖phaseFactor w‖ ≤ 1 := by
    rw [phaseFactor, norm_div, Complex.norm_real, norm_norm]
    exact div_self_le_one _
  -- split into a change of amplitude and a change of modulus
  have h : (‖z‖ : ℂ) * (phaseFactor z - phaseFactor w)
      = (z - w) + ((‖w‖ - ‖z‖ : ℝ) : ℂ) * phaseFactor w := by
    rw [Complex.ofReal_sub]
    linear_combination hpolar z - hpolar w
  have hm : ‖((‖w‖ - ‖z‖ : ℝ) : ℂ) * phaseFactor w‖ ≤ ‖z - w‖ := by
    rw [norm_mul, Complex.norm_real, Real.norm_eq_abs, norm_sub_rev z w]
    exact (mul_le_of_le_one_right (abs_nonneg _) hp).trans (abs_norm_sub_norm_le w z)
  have hn : ‖z‖ * ‖phaseFactor z - phaseFactor w‖
      = ‖(‖z‖ : ℂ) * (phaseFactor z - phaseFactor w)‖ := by
    rw [norm_mul, Complex.norm_real, norm_norm]
  rw [hn, h]
  have ht := norm_add_le (z - w) (((‖w‖ - ‖z‖ : ℝ) : ℂ) * phaseFactor w)
  linarith
```

For any complex $z,w$, the relation $|x|\,p(x)=x$ (`hpolar`) gives

$$|z|\,(p(z)-p(w))=(z-w)+(|w|-|z|)\,p(w).$$

Both terms on the right have modulus at most $|z-w|$, the second because $|p(w)|\le1$ and $\big||w|-|z|\big|\le|z-w|$. Together they give $2|z-w|$.

```lean
/-- Let two loops `u` and `v` of `N` normalized states agree to within `e` at every site. If `2 N e`
is smaller than the modulus of the overlap product of `u`, the overlap product of `v` is nonzero and
the two phase factors differ by at most `4 N e / |W(u)|`. -/
theorem berryPhase_stable {N : ℕ} [NeZero N] (u v : ZMod N → E) (e : ℝ)
    (hu : ∀ j, ‖u j‖ = 1) (hv : ∀ j, ‖v j‖ = 1) (he : ∀ j, ‖u j - v j‖ ≤ e)
    (hgap : 2 * N * e < ‖overlapProduct u‖) :
    overlapProduct v ≠ 0 ∧
      ‖phaseFactor (overlapProduct u) - phaseFactor (overlapProduct v)‖
        ≤ 4 * N * e / ‖overlapProduct u‖ := by
  have hW := overlapProduct_stable u v e hu hv he
  have he0 : 0 ≤ e := (norm_nonneg _).trans (he 0)
  have hpos : 0 < ‖overlapProduct u‖ := lt_of_le_of_lt (by positivity) hgap
  constructor
  · intro h0
    rw [h0, sub_zero] at hW
    linarith
  · rw [le_div_iff₀ hpos, mul_comm]
    have h := norm_mul_phaseFactor_sub_le (overlapProduct u) (overlapProduct v)
    linarith
```

The hypothesis `hgap` asks that $2Ne<|W(u)|$: the modulus of the overlap product must be larger than the bound on its error. It is a condition on the overlaps, not on an energy gap. If $W(v)$ were zero, the previous bound would give $|W(u)|\le2Ne$, a contradiction. Dividing the inequality for phase factors by $|W(u)|>0$ then yields

$$|p(W(u))-p(W(v))|\le\frac{2\cdot2Ne}{|W(u)|}=\frac{4Ne}{|W(u)|}.$$

For a Berry phase computed from one non-degenerate state on a finite closed loop, this turns a bound on the state errors into a bound on the phase factor.

## Three states whose phase flips

```lean
/-- The two-level state with real amplitudes `x` and `y`. -/
def planar (x y : ℝ) : EuclideanSpace ℂ (Fin 2) := !₂[(x : ℂ), (y : ℂ)]
```

This is the two-level state $(x,y)$ with real amplitudes.

```lean
/-- A loop of three two-level states whose last member is turned by the angle `t` away from
the state orthogonal to the first. -/
def skewLoop (t : ℝ) : ZMod 3 → EuclideanSpace ℂ (Fin 2) :=
  ![planar 1 0, planar (3 / 5) (4 / 5), planar (Real.sin t) (Real.cos t)]
```

The loop consists of $(1,0)$, $(3/5,4/5)$ and $(\sin t,\cos t)$. At $t=0$ the third state is orthogonal to the first, so one link vanishes.

```lean
lemma inner_planar (x y x' y' : ℝ) :
    inner ℂ (planar x y) (planar x' y') = ((x * x' + y * y' : ℝ) : ℂ) := by
  simp [planar, PiLp.inner_apply, Fin.sum_univ_two]
  ring
```

The overlap of two such states is $xx'+yy'$.

```lean
lemma norm_planar (x y : ℝ) : ‖planar x y‖ = √(x ^ 2 + y ^ 2) := by
  simp [planar, EuclideanSpace.norm_eq, Fin.sum_univ_two]
```

Their norm is $\sqrt{x^2+y^2}$.

```lean
lemma norm_skewLoop (t : ℝ) (j : ZMod 3) : ‖skewLoop t j‖ = 1 := by
  fin_cases j
  · change ‖planar 1 0‖ = 1
    rw [norm_planar]; norm_num
  · change ‖planar (3 / 5) (4 / 5)‖ = 1
    rw [norm_planar]; norm_num
  · change ‖planar (Real.sin t) (Real.cos t)‖ = 1
    rw [norm_planar, Real.sin_sq_add_cos_sq, Real.sqrt_one]
```

All three states are normalised; `fin_cases j` checks the sites one by one.

```lean
lemma overlapProduct_skewLoop (t : ℝ) : overlapProduct (skewLoop t) =
    ((3 / 5 * (3 / 5 * Real.sin t + 4 / 5 * Real.cos t) * Real.sin t : ℝ) : ℂ) := by
  have h : overlapProduct (skewLoop t) =
      inner ℂ (planar 1 0) (planar (3 / 5) (4 / 5))
        * inner ℂ (planar (3 / 5) (4 / 5)) (planar (Real.sin t) (Real.cos t))
        * inner ℂ (planar (Real.sin t) (Real.cos t)) (planar 1 0) := by
    have h3 := Fin.prod_univ_three
      (fun j : ZMod 3 => (inner ℂ (skewLoop t j) (skewLoop t (j + 1)) : ℂ))
    exact h3
  rw [h, inner_planar, inner_planar, inner_planar]
  push_cast
  ring
```

Multiplying the three overlaps gives

$$W(t)=\tfrac35\left(\tfrac35\sin t+\tfrac45\cos t\right)\sin t .$$

```lean
/-- For `0 < t ≤ 1/2` the normalized loops with angles `t` and `-t` agree to within `2 t` at
every site, yet their overlap products have the opposite phase factors `1` and `-1`. -/
theorem berryPhase_unstable_without_gap (t : ℝ) (ht : 0 < t) (ht' : t ≤ 1 / 2) :
    (∀ j, ‖skewLoop t j‖ = 1 ∧ ‖skewLoop (-t) j‖ = 1) ∧
    (∀ j, ‖skewLoop t j - skewLoop (-t) j‖ ≤ 2 * t) ∧
    phaseFactor (overlapProduct (skewLoop t)) = 1 ∧
    phaseFactor (overlapProduct (skewLoop (-t))) = -1 := by
  have hs : 0 < Real.sin t :=
    Real.sin_pos_of_pos_of_lt_pi ht (by linarith [Real.pi_gt_three])
  have hst : Real.sin t < t := Real.sin_lt ht
  have hc : 7 / 8 ≤ Real.cos t := by
    have h := Real.one_sub_sq_div_two_le_cos (x := t)
    nlinarith
  refine ⟨fun j => ⟨norm_skewLoop t j, norm_skewLoop (-t) j⟩, ?_, ?_, ?_⟩
  · intro j
    fin_cases j
    · change ‖planar 1 0 - planar 1 0‖ ≤ 2 * t
      rw [sub_self, norm_zero]; linarith
    · change ‖planar (3 / 5) (4 / 5) - planar (3 / 5) (4 / 5)‖ ≤ 2 * t
      rw [sub_self, norm_zero]; linarith
    · change ‖planar (Real.sin t) (Real.cos t)
        - planar (Real.sin (-t)) (Real.cos (-t))‖ ≤ 2 * t
      have h : planar (Real.sin t) (Real.cos t) - planar (Real.sin (-t)) (Real.cos (-t))
          = planar (2 * Real.sin t) 0 := by
        ext i
        fin_cases i <;> simp [planar, two_mul]
      rw [h, norm_planar]
      exact Real.sqrt_le_iff.2 ⟨by linarith, by nlinarith⟩
  · -- the product is a positive real number
    have hpos : 0 < 3 / 5 * (3 / 5 * Real.sin t + 4 / 5 * Real.cos t) * Real.sin t := by
      have : 0 < Real.cos t := by linarith
      positivity
    rw [overlapProduct_skewLoop, phaseFactor, Complex.norm_real, Real.norm_eq_abs,
      abs_of_pos hpos]
    exact div_self (Complex.ofReal_ne_zero.2 hpos.ne')
  · -- the product is a negative real number
    have hneg : 3 / 5 * (3 / 5 * Real.sin (-t) + 4 / 5 * Real.cos (-t)) * Real.sin (-t)
        < 0 := by
      rw [Real.sin_neg, Real.cos_neg]
      have h : 0 < 3 / 5 * (3 / 5 * -Real.sin t + 4 / 5 * Real.cos t) := by linarith
      exact mul_neg_of_pos_of_neg h (by linarith)
    rw [overlapProduct_skewLoop, phaseFactor, Complex.norm_real, Real.norm_eq_abs,
      abs_of_neg hneg, Complex.ofReal_neg, div_neg,
      div_self (Complex.ofReal_ne_zero.2 hneg.ne)]

end

end DiscreteBerryStability
```

Compare the loops at $t$ and $-t$ for $0<t\le\tfrac12$. Only the third state differs, by $(2\sin t,0)$, whose norm is at most $2t$. Since $\sin t<\tfrac12$ and $\cos t\ge1-t^2/2\ge\tfrac78$, the bracket in $W$ is positive at both angles. The sign of $W$ is therefore that of the last factor, $\sin(\pm t)$, and the phase factors are $1$ and $-1$. For any tolerance there are thus two loops that agree within it at every site and whose discrete Berry phases differ by $\pi$; both loops depend on $t$, and $|W|$ goes to zero with $t$.

Here `hgap` fails. With $e=2t$, the quotient $4Ne/|W|$ is at least $40$, which says nothing about two phase factors that are never more than $2$ apart. Without `hgap` the claim $W(v)\neq0$ can be false: take $u$ at a small $t>0$ and $v$ at $t=0$, where $W(v)=0$.

```lean
#print axioms DiscreteBerryStability.overlapProduct_stable
#print axioms DiscreteBerryStability.berryPhase_stable
#print axioms DiscreteBerryStability.berryPhase_unstable_without_gap
```

```
'DiscreteBerryStability.overlapProduct_stable' depends on axioms: [propext, Classical.choice, Quot.sound]
'DiscreteBerryStability.berryPhase_stable' depends on axioms: [propext, Classical.choice, Quot.sound]
'DiscreteBerryStability.berryPhase_unstable_without_gap' depends on axioms: [propext, Classical.choice, Quot.sound]
```
